# Two normalised linearised augmented plane waves with equal energy $e$, real coupling $w$ and real overlap $s$, $|s|<1$, split by $2|w-es|/(1-s^2)$

## Can overlap alone split two linearised augmented plane waves?

Take two normalised waves with equal diagonal energy $e=1$, no off-diagonal Hamiltonian element, $w=0$, and overlap $s=\tfrac12$. On their sum, with coefficients $(1,1)$, the Hamiltonian matrix acts as $1$ and the overlap matrix as $\tfrac32$, so the energy is $\tfrac23$. On their difference, $(1,-1)$, the overlap matrix acts as $\tfrac12$ and the energy is $2$. The levels are $\tfrac43$ apart although $w=0$. If I set $w=\tfrac12$ instead, the two matrices coincide and the splitting disappears.

I meet this situation with linearised augmented plane waves at a zone boundary. These functions do not depend on the energy sought, but augmentation can make the two of them non-orthogonal. For real $e$, $w$ and $s$ with $|s|<1$, I believe the energies are exactly $(e+w)/(1+s)$ and $(e-w)/(1-s)$, and that half their difference, taken with its sign, defines an effective pseudopotential coefficient. Can this be made rigorous and machine-checked, including the claim that there are no other eigenvalues?

## The secular equation is a difference of squares

Yes. Write

$$H=\begin{pmatrix}e&w\\ w^*&e\end{pmatrix},\qquad S=\begin{pmatrix}1&s\\ s^*&1\end{pmatrix},\qquad Hc=E\,Sc,\quad c\neq0 .$$

A nonzero $c$ exists exactly when $\det(H-ES)=0$, that is, when

$$(e-E)^2=(w-Es)(w^*-Es^*).$$

For real $w$ and $s$ the right-hand side is $(w-Es)^2$, and the equation factors:

$$\bigl[(e+w)-E(1+s)\bigr]\bigl[(e-w)-E(1-s)\bigr]=0 .$$

Since $|s|<1$, both $1+s$ and $1-s$ are positive, and the roots are

$$E_+=\frac{e+w}{1+s},\qquad E_-=\frac{e-w}{1-s}.$$

They belong to $(1,1)$ and $(1,-1)$. Normalised with respect to $S$, these vectors are $(1,1)/\sqrt{2(1+s)}$ and $(1,-1)/\sqrt{2(1-s)}$. Subtracting the energies gives

$$E_+-E_-=\frac{(e+w)(1-s)-(e-w)(1+s)}{1-s^2}=\frac{2(w-es)}{1-s^2}.$$

The even combination, $(1,1)$, lies higher when $w>es$ and lower when $w<es$. A constant shift $v$ of the potential replaces $e$ by $e+v$ and $w$ by $w+vs$; it changes $w$ whenever $vs\neq0$, but always leaves $w-es$ alone.

Now define

$$a=\frac{e-ws}{1-s^2},\qquad V=\frac{w-es}{1-s^2}.$$

Then $a+V=(e+w)(1-s)/(1-s^2)=E_+$ and $a-V=(e-w)(1+s)/(1-s^2)=E_-$. An orthonormal pair with level $a$ and coupling $V$ therefore has the same energies, with gap $2|V|$. In the limit $s=0$ these reduce to $a=e$ and $V=w$, giving the familiar nearly-free-electron energies $e\pm w$.

## Complex matrix elements still give two real energies

For complex $w$ and $s$ with $|s|<1$, expanding the secular equation gives

$$(1-|s|^2)E^2-2\bigl(e-\operatorname{Re}(ws^*)\bigr)E+e^2-|w|^2=0 .$$

Completing the square yields $E=C\pm\Delta$, where

$$C=\frac{e-\operatorname{Re}(ws^*)}{1-|s|^2},\qquad \Delta=\frac{\sqrt D}{1-|s|^2},$$

$$D=\bigl(e-\operatorname{Re}(ws^*)\bigr)^2-(1-|s|^2)(e^2-|w|^2).$$

With $u=w-es$, multiplying out shows that

$$D=\bigl(\operatorname{Re}(us^*)\bigr)^2+(1-|s|^2)|u|^2 .$$

Both terms are non-negative, so the energies are real. The second term vanishes only for $u=0$, and then the first vanishes too; the levels therefore meet exactly when $w=es$. For real $w$ and $s$, $D=u^2$, which recovers the gap above.

Here is the complete Lean file.

```lean
import Mathlib

open Matrix ComplexConjugate

namespace TwoPlaneWave

noncomputable section

/-- The Hermitian two-wave matrix with equal real diagonal entries `a` and off-diagonal
entry `b`; it serves both as Hamiltonian and, with `a = 1`, as overlap matrix. -/
def twoWave (a : ℝ) (b : ℂ) : Matrix (Fin 2) (Fin 2) ℂ :=
  !![(a : ℂ), b; conj b, (a : ℂ)]

/-- `E` is a generalized eigenvalue of `H` with overlap `S`: the equation `H c = E S c`
has a nonzero solution `c`. -/
def IsGenEigenvalue (H S : Matrix (Fin 2) (Fin 2) ℂ) (E : ℂ) : Prop :=
  ∃ c : Fin 2 → ℂ, c ≠ 0 ∧ H *ᵥ c = E • (S *ᵥ c)

/-- The midpoint of the two energies for complex coupling `w` and overlap `s`, with
`‖s‖ < 1`. -/
def bandCentre (e : ℝ) (w s : ℂ) : ℝ :=
  (e - (w * conj s).re) / (1 - ‖s‖ ^ 2)

/-- The quantity under the square root in the half-gap. -/
def radicand (e : ℝ) (w s : ℂ) : ℝ :=
  ((w - e * s) * conj s).re ^ 2 + (1 - ‖s‖ ^ 2) * ‖w - e * s‖ ^ 2

/-- Half the distance between the two energies for complex coupling `w` and overlap `s`,
with `‖s‖ < 1`. -/
def halfGap (e : ℝ) (w s : ℂ) : ℝ :=
  √(radicand e w s) / (1 - ‖s‖ ^ 2)

/-- The effective level of the real two-wave problem, for `|s| < 1`. -/
def effectiveLevel (e w s : ℝ) : ℝ := (e - w * s) / (1 - s ^ 2)

/-- The effective pseudopotential coefficient of the real two-wave problem, for `|s| < 1`. -/
def pseudoCoeff (e w s : ℝ) : ℝ := (w - e * s) / (1 - s ^ 2)

/-- Secular equation: `E` is a generalized eigenvalue of the two-wave problem exactly when
`(e - E)² = (w - E s)(w* - E s*)`. -/
theorem secular_equation (e : ℝ) (w s E : ℂ) :
    IsGenEigenvalue (twoWave e w) (twoWave 1 s) E ↔
      ((e : ℂ) - E) ^ 2 = (w - E * s) * (conj w - E * conj s) := by
  have hdet : (twoWave e w - E • twoWave 1 s).det =
      ((e : ℂ) - E) ^ 2 - (w - E * s) * (conj w - E * conj s) := by
    simp [twoWave, Matrix.det_fin_two]
    ring
  rw [← sub_eq_zero, ← hdet, ← Matrix.exists_mulVec_eq_zero_iff]
  unfold IsGenEigenvalue
  simp only [Matrix.sub_mulVec, Matrix.smul_mulVec, sub_eq_zero]

/-- For complex coupling and overlap with `‖s‖ < 1`, the generalized eigenvalues are exactly
the band centre plus and minus the half-gap. -/
theorem complex_energies (e : ℝ) (w s E : ℂ) (hs : ‖s‖ < 1) :
    IsGenEigenvalue (twoWave e w) (twoWave 1 s) E ↔
      E = bandCentre e w s + halfGap e w s ∨ E = bandCentre e w s - halfGap e w s := by
  have hN : 0 < 1 - ‖s‖ ^ 2 := by nlinarith [norm_nonneg s]
  have hD : 0 ≤ radicand e w s :=
    add_nonneg (sq_nonneg _) (mul_nonneg hN.le (sq_nonneg _))
  have hid : (e - (w * conj s).re) ^ 2 - radicand e w s =
      (1 - ‖s‖ ^ 2) * (e ^ 2 - ‖w‖ ^ 2) := by
    simp only [radicand, Complex.sq_norm, Complex.normSq_apply, Complex.sub_re,
      Complex.sub_im, Complex.mul_re, Complex.mul_im, Complex.ofReal_re, Complex.ofReal_im,
      Complex.conj_re, Complex.conj_im]
    ring
  -- midpoint and product of the two roots, each multiplied by `1 - ‖s‖ ^ 2`
  have r4 : (1 - ‖s‖ ^ 2) * bandCentre e w s = e - (w * conj s).re :=
    mul_div_cancel₀ _ hN.ne'
  have r5 : (1 - ‖s‖ ^ 2) * (bandCentre e w s ^ 2 - halfGap e w s ^ 2) =
      e ^ 2 - ‖w‖ ^ 2 := by
    rw [bandCentre, halfGap, div_pow, div_pow, Real.sq_sqrt hD, ← sub_div, hid]
    field_simp
  have h1 : s * conj s = (‖s‖ : ℂ) ^ 2 := by
    rw [Complex.mul_conj, Complex.normSq_eq_norm_sq, Complex.ofReal_pow]
  have h3 : w * conj w = (‖w‖ : ℂ) ^ 2 := by
    rw [Complex.mul_conj, Complex.normSq_eq_norm_sq, Complex.ofReal_pow]
  have h2 := Complex.add_conj (w * conj s)
  simp only [map_mul, Complex.conj_conj, Complex.ofReal_mul, Complex.ofReal_ofNat] at h2
  have h4 : (1 - (‖s‖ : ℂ) ^ 2) * (bandCentre e w s : ℂ) =
      (e : ℂ) - ((w * conj s).re : ℂ) := by exact_mod_cast r4
  have h5 : (1 - (‖s‖ : ℂ) ^ 2) * ((bandCentre e w s : ℂ) ^ 2 - (halfGap e w s : ℂ) ^ 2) =
      (e : ℂ) ^ 2 - (‖w‖ : ℂ) ^ 2 := by exact_mod_cast r5
  have hNC : (1 - (‖s‖ : ℂ) ^ 2) ≠ 0 := by exact_mod_cast hN.ne'
  -- the secular polynomial factorises over the two energies
  have key : ((e : ℂ) - E) ^ 2 - (w - E * s) * (conj w - E * conj s) =
      (1 - (‖s‖ : ℂ) ^ 2) * ((E - (bandCentre e w s + halfGap e w s)) *
        (E - (bandCentre e w s - halfGap e w s))) := by
    linear_combination (-E ^ 2) * h1 + E * h2 - h3 + 2 * E * h4 - h5
  rw [secular_equation, ← sub_eq_zero, key, mul_eq_zero, or_iff_right hNC, mul_eq_zero,
    sub_eq_zero, sub_eq_zero]

/-- For `‖s‖ < 1` the half-gap vanishes exactly when the coupling equals the level times
the overlap. -/
theorem halfGap_eq_zero_iff (e : ℝ) (w s : ℂ) (hs : ‖s‖ < 1) :
    halfGap e w s = 0 ↔ w = e * s := by
  have hN : 0 < 1 - ‖s‖ ^ 2 := by nlinarith [norm_nonneg s]
  constructor
  · intro h
    have hD : radicand e w s ≤ 0 :=
      Real.sqrt_eq_zero'.mp ((div_eq_zero_iff.mp h).resolve_right hN.ne')
    unfold radicand at hD
    by_contra hne
    have hu : 0 < ‖w - e * s‖ := norm_pos_iff.mpr (sub_ne_zero.mpr hne)
    have hpos := mul_pos hN (pow_pos hu 2)
    linarith [sq_nonneg ((w - e * s) * conj s).re]
  · intro h
    simp [halfGap, radicand, h]

/-- For real `e`, `w` and `|s| < 1` the generalized eigenvalues are exactly
`(e + w)/(1 + s)` and `(e - w)/(1 - s)`, and their distance is `2|w - e s|/(1 - s²)`. -/
theorem real_energies_and_gap (e w s : ℝ) (hs : |s| < 1) :
    (∀ E : ℂ, IsGenEigenvalue (twoWave e w) (twoWave 1 s) E ↔
      E = (((e + w) / (1 + s) : ℝ) : ℂ) ∨ E = (((e - w) / (1 - s) : ℝ) : ℂ)) ∧
    |(e + w) / (1 + s) - (e - w) / (1 - s)| = 2 * |w - e * s| / (1 - s ^ 2) := by
  obtain ⟨hl, hr⟩ := abs_lt.mp hs
  have p1 : 0 < 1 + s := by linarith
  have p2 : 0 < 1 - s := by linarith
  have p3 : 0 < 1 - s ^ 2 := by nlinarith [mul_pos p1 p2]
  constructor
  · intro E
    have c1 : (1 + (s : ℂ)) ≠ 0 := by exact_mod_cast p1.ne'
    have c2 : (1 - (s : ℂ)) ≠ 0 := by exact_mod_cast p2.ne'
    rw [secular_equation, Complex.conj_ofReal, Complex.conj_ofReal]
    push_cast
    rw [eq_div_iff c1, eq_div_iff c2]
    constructor
    · intro h
      -- a difference of squares
      have hf : (E * (1 + s) - (e + w)) * (E * (1 - s) - (e - w)) = 0 := by
        linear_combination h
      rcases mul_eq_zero.mp hf with h' | h'
      · exact Or.inl (sub_eq_zero.mp h')
      · exact Or.inr (sub_eq_zero.mp h')
    · rintro (h | h)
      · linear_combination (E * (1 - s) - (e - w)) * h
      · linear_combination (E * (1 + s) - (e + w)) * h
  · have hd : (e + w) / (1 + s) - (e - w) / (1 - s) = 2 * (w - e * s) / (1 - s ^ 2) := by
      rw [div_sub_div _ _ p1.ne' p2.ne', div_eq_div_iff (mul_pos p1 p2).ne' p3.ne']
      ring
    rw [hd, abs_div, abs_mul, abs_of_pos p3, abs_two]

/-- For `|s| < 1` the even and odd combinations of the two waves solve the real problem with
energies `(e + w)/(1 + s)` and `(e - w)/(1 - s)` respectively. -/
theorem standing_waves (e w s : ℝ) (hs : |s| < 1) :
    twoWave e w *ᵥ ![1, 1] =
      (((e + w) / (1 + s) : ℝ) : ℂ) • (twoWave 1 s *ᵥ ![1, 1]) ∧
    twoWave e w *ᵥ ![1, -1] =
      (((e - w) / (1 - s) : ℝ) : ℂ) • (twoWave 1 s *ᵥ ![1, -1]) := by
  obtain ⟨hl, hr⟩ := abs_lt.mp hs
  have c1 : (1 + (s : ℂ)) ≠ 0 := by exact_mod_cast (by linarith : 0 < 1 + s).ne'
  have c2 : (1 - (s : ℂ)) ≠ 0 := by exact_mod_cast (by linarith : 0 < 1 - s).ne'
  have k1 : ((e : ℂ) + w) / (1 + s) * (1 + s) = e + w := div_mul_cancel₀ _ c1
  have k2 : ((e : ℂ) - w) / (1 - s) * (1 - s) = e - w := div_mul_cancel₀ _ c2
  constructor
  · ext i
    fin_cases i <;> simp [twoWave, Matrix.mulVec, dotProduct, Fin.sum_univ_two]
    · linear_combination -k1
    · linear_combination -k1
  · ext i
    fin_cases i <;> simp [twoWave, Matrix.mulVec, dotProduct, Fin.sum_univ_two]
    · linear_combination -k2
    · linear_combination k2

/-- For `|s| < 1` the real problem with overlap has the same eigenvalues as the orthonormal
two-wave problem with the effective level and the effective pseudopotential coefficient. -/
theorem effective_orthonormal_problem (e w s : ℝ) (hs : |s| < 1) (E : ℂ) :
    IsGenEigenvalue (twoWave e w) (twoWave 1 s) E ↔
      IsGenEigenvalue (twoWave (effectiveLevel e w s) (pseudoCoeff e w s)) 1 E := by
  obtain ⟨hl, hr⟩ := abs_lt.mp hs
  have p1 : 0 < 1 + s := by linarith
  have p2 : 0 < 1 - s := by linarith
  have p3 : 0 < 1 - s ^ 2 := by nlinarith [mul_pos p1 p2]
  have hone : (1 : Matrix (Fin 2) (Fin 2) ℂ) = twoWave 1 ((0 : ℝ) : ℂ) := by
    ext i j
    fin_cases i <;> fin_cases j <;> simp [twoWave]
  have ha : (effectiveLevel e w s + pseudoCoeff e w s) / (1 + 0) = (e + w) / (1 + s) := by
    rw [effectiveLevel, pseudoCoeff, add_zero, div_one, ← add_div,
      div_eq_div_iff p3.ne' p1.ne']
    ring
  have hb : (effectiveLevel e w s - pseudoCoeff e w s) / (1 - 0) = (e - w) / (1 - s) := by
    rw [effectiveLevel, pseudoCoeff, sub_zero, div_one, ← sub_div,
      div_eq_div_iff p3.ne' p2.ne']
    ring
  rw [hone, (real_energies_and_gap e w s hs).1,
    (real_energies_and_gap _ _ 0 (by norm_num)).1, ha, hb]

end

end TwoPlaneWave
```

```lean
#print axioms TwoPlaneWave.complex_energies
#print axioms TwoPlaneWave.halfGap_eq_zero_iff
#print axioms TwoPlaneWave.standing_waves
#print axioms TwoPlaneWave.effective_orthonormal_problem
```

```
'TwoPlaneWave.complex_energies' depends on axioms: [propext, Classical.choice, Quot.sound]
'TwoPlaneWave.halfGap_eq_zero_iff' depends on axioms: [propext, Classical.choice, Quot.sound]
'TwoPlaneWave.standing_waves' depends on axioms: [propext, Classical.choice, Quot.sound]
'TwoPlaneWave.effective_orthonormal_problem' depends on axioms: [propext, Classical.choice, Quot.sound]
```

## How the Lean statements describe the two waves

`twoWave a b` is the Hermitian matrix with real diagonal $a$, upper off-diagonal entry $b$ and lower entry $b^*$. Thus `twoWave e w` is the Hamiltonian and `twoWave 1 s` the overlap matrix. Equal diagonal energies express the degeneracy at the zone boundary, and the unit diagonal of $S$ says that both basis functions are normalised.

`IsGenEigenvalue H S E` says that some nonzero complex vector $c$ satisfies $Hc=E\,Sc$. The candidate $E$ is complex from the outset, so reality of the energies is a conclusion. The predicate records which numbers are eigenvalues, not their multiplicity: when $w=es$, the two listed energies are the same number.

The central theorem is `real_energies_and_gap`. Its first half is an equivalence: the two fractions are eigenvalues, and nothing else is. Its second half is the gap formula. `standing_waves` supplies the unnormalised eigenvectors, while `complex_energies` and `halfGap_eq_zero_iff` treat complex matrix elements, with `bandCentre`, `halfGap` and `radicand` standing for $C$, $\Delta$ and $D$.

`effective_orthonormal_problem` states that the original problem and the one with level `effectiveLevel`, coupling `pseudoCoeff` and identity overlap have the same eigenvalues. This is the sense in which $V$ is an effective coefficient. Equality of the spectra fixes only $|V|$, since reversing the sign of $V$ exchanges the two energies; the definition picks the sign for which the even wave has energy $a+V$.

The hypothesis $|s|<1$ makes $S$ positive definite. Physically, the two normalised functions are linearly independent. Real $w$ and $s$ are also assumed in the main theorem; an inversion centre at the origin is a typical reason for them to be real when spin–orbit coupling is absent.

The numbers $e$, $w$ and $s$ are given and do not depend on $E$. This suits a fixed linearised basis, but not the original APW secular problem with its energy-dependent functions. The file neither computes these numbers from a crystal potential nor includes further plane waves or local orbitals. For electronic structure, the result says that within a fixed two-function, one-electron model the splitting is controlled by $w-es$, so an off-diagonal Hamiltonian element has to be read together with its overlap.

## From the determinant to the effective coefficient

`secular_equation` computes the $2\times2$ determinant in `hdet`. Mathlib's `Matrix.exists_mulVec_eq_zero_iff` then turns a vanishing determinant into a nonzero vector annihilated by $H-ES$, which is the eigenvalue equation rearranged. This step needs no bound on $s$.

In `complex_energies`, `hid` is the identity between the two forms of $D$. The facts `r4` and `r5` give the midpoint and the product of the roots, each multiplied by $1-|s|^2$. After they are carried over to complex numbers, `key` factors the secular polynomial. Since $1-|s|^2\neq0$, one of the two linear factors must vanish. `halfGap_eq_zero_iff` uses the positive term $(1-|s|^2)|u|^2$ to rule out a zero gap when $u\neq0$.

For the real problem, `eq_div_iff` clears the denominators $1+s$ and $1-s$. The step `hf` is the difference of squares, and `linear_combination` checks the algebra. One direction splits a zero product into its two factors; the other multiplies a vanishing factor by its partner to recover the secular equation. The identity `hd` subtracts the fractions before absolute values are taken.

`standing_waves` checks the matrix equation row by row for each vector. In `effective_orthonormal_problem`, `hone` writes the identity matrix as an overlap matrix with $s=0$. The main theorem can then be applied to both problems, and `ha` and `hb` are the identities $a+V=E_+$ and $a-V=E_-$.
